# Equal link phases minimise the sum of squared link phases over periodic gauges of one band

Let $t_j$ be real link phases of a single band on a closed ring of $N \ge 1$ k-points, with sum $\varphi$. A periodic gauge, given by real angles $g_j$, changes them to $t_j + g_{j+1} - g_j$. Over all such gauges the least sum of squares is $\varphi^2/N$, and a gauge attains it exactly when every transformed link equals $\varphi/N$.

For one isolated band on a uniform one-dimensional mesh, the usual finite-difference spread of the Wannier function depends on the gauge, at fixed $\varphi$, through this sum of squares. Equal links then give the most localised function in that measure.

## Link phases on a ring of k-points

The k-points are the elements of `ZMod N`, the integers modulo $N$, so $j+1$ returns to $0$ after $N-1$. The assumption `NeZero N` excludes the empty mesh.

In Lean 4 with Mathlib:

```lean
import Mathlib

open Finset

namespace OneBandParallelTransport

noncomputable section

variable {N : ℕ} [NeZero N]
```

Write the overlap of neighbouring cell-periodic Bloch states as $\langle u_j|u_{j+1}\rangle = e^{i t_j}$. This keeps only its phase; on a finite mesh the modulus, assumed nonzero, is generally below one, but a gauge change does not affect it. With the k-points in increasing order across the Brillouin zone, the ket on the closing link is $e^{-iGx}|u_0\rangle$, where $G$ is the reciprocal lattice vector that spans the zone; it takes the same gauge phase as $|u_0\rangle$. Rephasing $|u_j\rangle \to e^{i g_j}|u_j\rangle$ gives the new link phase

$$t'_j = t_j + g_{j+1} - g_j .$$

Links and gauges are functions `ZMod N → ℝ`, so the gauge is periodic as a real function, not merely modulo $2\pi$.

```lean
/-- The link phase between neighbouring k-points `j` and `j + 1` after the Bloch states
are rephased by the angles `g`. -/
def gaugedLink (t g : ZMod N → ℝ) (j : ZMod N) : ℝ := t j + g (j + 1) - g j
```

The discrete Berry phase is $\varphi = \sum_j t_j$. The sign convention is a plain sum, without the minus sign that some definitions carry.

```lean
/-- The Berry phase of the discretised band: the sum of all link phases around the ring. -/
def berryPhase (t : ZMod N → ℝ) : ℝ := ∑ j, t j
```

The quantity to minimise is $C(t) = \sum_j t_j^2$.

```lean
/-- The sum of the squared link phases around the ring. -/
def linkCost (t : ZMod N → ℝ) : ℝ := ∑ j, t j ^ 2
```

The additive rule for $t'_j$ agrees with the rephasing of the states, because the bra contributes a conjugate phase and the ket a direct one:

$$e^{i t'_j} = \overline{e^{i g_j}}\; e^{i t_j}\; e^{i g_{j+1}} .$$

The proof merges the exponentials on the right and compares exponents.

```lean
omit [NeZero N] in
/-- Rephasing the Bloch states by `exp (i g)` multiplies each unit-modulus overlap
`exp (i t)` by the conjugate phase on its left end and the phase on its right end. -/
theorem exp_gaugedLink (t g : ZMod N → ℝ) (j : ZMod N) :
    Complex.exp (gaugedLink t g j * Complex.I) =
      starRingEnd ℂ (Complex.exp (g j * Complex.I)) * Complex.exp (t j * Complex.I) *
        Complex.exp (g (j + 1) * Complex.I) := by
  rw [← Complex.exp_conj, ← Complex.exp_add, ← Complex.exp_add]
  congr 1
  simp only [map_mul, Complex.conj_ofReal, Complex.conj_I, gaugedLink]
  push_cast
  ring
```

## What a gauge cannot change

Summing the transformed links gives

$$\sum_j t'_j = \sum_j t_j + \sum_j g_{j+1} - \sum_j g_j = \varphi ,$$

since moving every index by one step only permutes the ring. In the code this permutation is `Equiv.addRight 1`.

```lean
/-- The Berry phase is unchanged by a periodic gauge transformation. -/
theorem berryPhase_gaugedLink (t g : ZMod N → ℝ) :
    berryPhase (gaugedLink t g) = berryPhase t := by
  -- shifting the k-points by one step only permutes the ring
  have h : ∑ j : ZMod N, g (j + 1) = ∑ j, g j :=
    Equiv.sum_comp (Equiv.addRight (1 : ZMod N)) g
  unfold berryPhase gaugedLink
  rw [Finset.sum_sub_distrib, Finset.sum_add_distrib, h]
  ring
```

For any real $a$, expanding the square gives

$$\sum_j (t_j-a)^2 = C(t) - 2a\varphi + N a^2 .$$

At $a = \varphi/N$ the right side is $C(t) - \varphi^2/N$, hence

$$C(t) = \frac{\varphi^2}{N} + \sum_j\Big(t_j-\frac{\varphi}{N}\Big)^2 .$$

The inner statement `h` is the expansion for general $a$; `field_simp` and `ring` finish the substitution.

```lean
/-- The sum of squared link phases is the square of the Berry phase over `N`, plus the
squared deviations of the links from their mean. -/
theorem linkCost_eq (t : ZMod N → ℝ) :
    linkCost t = berryPhase t ^ 2 / N + ∑ j, (t j - berryPhase t / N) ^ 2 := by
  have hN : (N : ℝ) ≠ 0 := Nat.cast_ne_zero.mpr (NeZero.ne N)
  have h : ∀ a : ℝ, ∑ j, (t j - a) ^ 2 = linkCost t - 2 * a * berryPhase t + N * a ^ 2 := by
    intro a
    have h1 : ∑ j, (t j - a) ^ 2 = ∑ j, (t j ^ 2 - 2 * a * t j + a ^ 2) :=
      Finset.sum_congr rfl fun j _ => by ring
    rw [h1, Finset.sum_add_distrib, Finset.sum_sub_distrib, ← Finset.mul_sum]
    simp [linkCost, berryPhase, ZMod.card]
  rw [h]
  field_simp
  ring
```

## Building the gauge by transport around the ring

To reach the bound, a gauge must produce prescribed differences $d_j = g_{j+1}-g_j$. Their sum around the ring has to vanish, and this is also sufficient. Start at $g_0 = 0$ and set

$$g_j = \sum_{k=0}^{j-1} d_k, \qquad 0 \le j \le N-1 .$$

For $j < N-1$ the difference is $d_j$ by construction. On the closing link,

$$g_0 - g_{N-1} = -\sum_{k=0}^{N-2} d_k = d_{N-1},$$

because the total is zero.

The proof first rewrites the sum over the ring as a sum over $0,\dots,N-1$ (`hsum`). It then treats the two cases separately: `j.val + 1 < N` is an interior link, and its negation is the closing one.

```lean
/-- A function on the ring of k-points whose sum vanishes is the lattice difference of a
periodic gauge. -/
theorem exists_gauge_of_sum_zero (d : ZMod N → ℝ) (hd : ∑ j, d j = 0) :
    ∃ g : ZMod N → ℝ, ∀ j, g (j + 1) - g j = d j := by
  have hsum : ∑ k ∈ range N, d (k : ZMod N) = 0 := by
    rw [← hd]
    refine Finset.sum_nbij' (fun k : ℕ => (k : ZMod N)) (fun j : ZMod N => j.val)
      ?_ ?_ ?_ ?_ ?_
    · intro k _
      exact Finset.mem_univ _
    · intro j _
      exact Finset.mem_range.mpr (ZMod.val_lt j)
    · intro k hk

      rw [ZMod.val_natCast, Nat.mod_eq_of_lt (Finset.mem_range.mp hk)]
    · intro j _
      exact ZMod.natCast_zmod_val j
    · intro k _
      rfl
  -- transport from the origin: the gauge is the partial sum of the differences
  refine ⟨fun j => ∑ k ∈ range j.val, d (k : ZMod N), fun j => ?_⟩
  have hval : (j + 1).val = (j.val + 1) % N := by
    have h : j + 1 = ((j.val + 1 : ℕ) : ZMod N) := by
      rw [Nat.cast_add, ZMod.natCast_zmod_val, Nat.cast_one]
    rw [h, ZMod.val_natCast]
  have hstep : ∑ k ∈ range (j.val + 1), d (k : ZMod N) =
      ∑ k ∈ range j.val, d (k : ZMod N) + d j := by
    rw [Finset.sum_range_succ, ZMod.natCast_zmod_val]
  change ∑ k ∈ range (j + 1).val, d (k : ZMod N) - ∑ k ∈ range j.val, d (k : ZMod N) = d j
  rw [hval]
  by_cases hj : j.val + 1 < N
  · rw [Nat.mod_eq_of_lt hj, hstep]
    ring
  · -- the last link closes the ring because the total sum vanishes
    have hlt := ZMod.val_lt j
    have he : j.val + 1 = N := by omega
    rw [he, hsum] at hstep
    rw [he, Nat.mod_self, Finset.sum_range_zero]
    linarith
```

## The minimum and the gauges that attain it

Apply the decomposition of $C$ to the transformed links, whose sum is still $\varphi$:

$$C(t') = \frac{\varphi^2}{N} + \sum_j\Big(t'_j-\frac{\varphi}{N}\Big)^2 \ge \frac{\varphi^2}{N} .$$

A sum of squares vanishes only if each term does, so equality holds exactly when $t'_j = \varphi/N$ for all $j$. Such a gauge exists: the differences $d_j = \varphi/N - t_j$ sum to $\varphi - \varphi = 0$, and the previous construction gives

$$g_j = \frac{j\varphi}{N} - \sum_{k=0}^{j-1} t_k , \qquad 0 \le j \le N-1 .$$

The second term is parallel transport, which sets every link but the closing one to zero and leaves $\varphi$ there. The first term spreads that mismatch evenly. The name of the theorem below refers to the two terms together; parallel transport alone has cost $\varphi^2$.

In the theorem, `Set.range` collects the costs of all gauges, and `IsLeast` says that $\varphi^2/N$ belongs to this set and bounds it from below. The second half is the equality condition for each gauge. In the proof, `key` is the displayed identity and `heq` the equality case.

```lean
/-- Over all periodic gauges the least sum of squared link phases is the squared Berry phase
over `N`, and a gauge attains it exactly when all its links equal the Berry phase over `N`. -/
theorem parallel_transport_minimises (t : ZMod N → ℝ) :
    IsLeast (Set.range fun g : ZMod N → ℝ => linkCost (gaugedLink t g))
        (berryPhase t ^ 2 / N) ∧
      ∀ g : ZMod N → ℝ, linkCost (gaugedLink t g) = berryPhase t ^ 2 / N ↔
        ∀ j, gaugedLink t g j = berryPhase t / N := by
  have hN : (N : ℝ) ≠ 0 := Nat.cast_ne_zero.mpr (NeZero.ne N)
  have key : ∀ g : ZMod N → ℝ, linkCost (gaugedLink t g) =
      berryPhase t ^ 2 / N + ∑ j, (gaugedLink t g j - berryPhase t / N) ^ 2 := by
    intro g
    have h := linkCost_eq (gaugedLink t g)
    rwa [berryPhase_gaugedLink] at h
  have heq : ∀ g : ZMod N → ℝ, linkCost (gaugedLink t g) = berryPhase t ^ 2 / N ↔
      ∀ j, gaugedLink t g j = berryPhase t / N := by
    intro g
    rw [key g, add_eq_left, Finset.sum_eq_zero_iff_of_nonneg (fun j _ => sq_nonneg _)]
    constructor
    · intro h j
      exact sub_eq_zero.mp (pow_eq_zero_iff two_ne_zero |>.mp (h j (Finset.mem_univ j)))
    · intro h j _
      rw [h j, sub_self]
      norm_num
  refine ⟨⟨?_, ?_⟩, heq⟩
  · -- the deviations from the mean link sum to zero, so a gauge removes them
    obtain ⟨g, hg⟩ := exists_gauge_of_sum_zero (fun j => berryPhase t / N - t j) (by
      rw [Finset.sum_sub_distrib, Finset.sum_const, Finset.card_univ, ZMod.card,
        nsmul_eq_mul, mul_div_cancel₀ _ hN]
      exact sub_self _)
    refine ⟨g, (heq g).mpr fun j => ?_⟩
    have h := hg j
    unfold gaugedLink
    linarith
  · rintro _ ⟨g, rfl⟩
    change _ ≤ linkCost (gaugedLink t g)
    rw [key g]
    exact le_add_of_nonneg_right (Finset.sum_nonneg fun j _ => sq_nonneg _)
```

Suppose $g$ is optimal. If $h$ is optimal too, both give links $\varphi/N$, and subtraction yields

$$h_{j+1}-g_{j+1} = h_j-g_j .$$

The difference is therefore a constant $c = h_0-g_0$, which the code obtains by induction along the ring. Conversely, adding a constant to $g$ changes no link. The remaining freedom is one global phase of the Bloch states.

```lean
/-- Given one optimal gauge, another gauge is optimal exactly when it differs from the first
by a global phase angle. -/
theorem optimal_gauge_unique (t g h : ZMod N → ℝ)
    (hg : linkCost (gaugedLink t g) = berryPhase t ^ 2 / N) :
    linkCost (gaugedLink t h) = berryPhase t ^ 2 / N ↔ ∃ c : ℝ, ∀ j, h j = g j + c := by
  have hg' := ((parallel_transport_minimises t).2 g).mp hg
  rw [(parallel_transport_minimises t).2 h]
  unfold gaugedLink at *
  constructor
  · intro hh
    -- the difference of the two gauges is constant along the ring
    have hn : ∀ n : ℕ, h (n : ZMod N) = g (n : ZMod N) + (h 0 - g 0) := by
      intro n
      induction n with
      | zero => rw [Nat.cast_zero]; ring
      | succ n ih =>
        rw [Nat.cast_succ]
        linarith [hh (n : ZMod N), hg' (n : ZMod N)]
    refine ⟨h 0 - g 0, fun j => ?_⟩
    have hj := hn j.val
    rwa [ZMod.natCast_zmod_val] at hj
  · rintro ⟨c, hc⟩ j
    rw [hc, hc]
    linarith [hg' j]
```

## Link phases modulo $2\pi$

An overlap fixes $t_j$ only up to $2\pi m_j$ with integer $m_j$. Such shifts change the Berry phase to $\varphi + 2\pi M$, where $M = \sum_j m_j$, and the minimum over gauges becomes $(\varphi+2\pi M)^2/N$. Now

$$(\varphi+2\pi M)^2 - \varphi^2 = 4\pi M(\varphi+\pi M) .$$

If $|\varphi| \le \pi$, this is never negative: for $M \ge 1$ both $M$ and $\varphi+\pi M$ are nonnegative, for $M \le -1$ both are nonpositive, and for $M=0$ the product vanishes. No choice of branches and gauge then brings the cost below $\varphi^2/N$.

The hypothesis `ht` places the Berry phase on its principal branch, which can always be arranged by shifting one link by a multiple of $2\pi$. The three cases for $M$ appear in the proof as `lt_trichotomy`.

```lean
/-- If the Berry phase lies between `-π` and `π`, no shift of the link phases by multiples
of `2π`, combined with any gauge, brings the cost below the squared Berry phase over `N`. -/
theorem principal_branch_optimal (t : ZMod N → ℝ) (ht : |berryPhase t| ≤ Real.pi)
    (m : ZMod N → ℤ) (g : ZMod N → ℝ) :
    berryPhase t ^ 2 / N ≤ linkCost (gaugedLink (fun j => t j + 2 * Real.pi * m j) g) := by
  have hb : berryPhase (fun j => t j + 2 * Real.pi * m j) =
      berryPhase t + 2 * Real.pi * ((∑ j, m j : ℤ) : ℝ) := by
    unfold berryPhase
    rw [Finset.sum_add_distrib, ← Finset.mul_sum, Int.cast_sum]
  have hmin := (parallel_transport_minimises (fun j => t j + 2 * Real.pi * m j)).1.2 ⟨g, rfl⟩
  refine le_trans ?_ hmin
  rw [hb]
  generalize (∑ j, m j : ℤ) = M
  obtain ⟨h1, h2⟩ := abs_le.mp ht
  have hpi := Real.pi_pos
  -- a nonzero winding cannot reduce the magnitude of the Berry phase
  have hM : 0 ≤ (M : ℝ) * (berryPhase t + Real.pi * M) := by
    rcases lt_trichotomy M 0 with h | h | h
    · have h' : (M : ℝ) ≤ -1 := by exact_mod_cast (show M ≤ -1 by omega)
      exact mul_nonneg_of_nonpos_of_nonpos (by linarith) (by nlinarith)
    · simp [h]
    · have h' : (1 : ℝ) ≤ M := by exact_mod_cast (show 1 ≤ M by omega)
      exact mul_nonneg (by linarith) (by nlinarith)
  have hsq : berryPhase t ^ 2 ≤ (berryPhase t + 2 * Real.pi * M) ^ 2 := by
    nlinarith [mul_nonneg hpi.le hM]
  exact div_le_div_of_nonneg_right hsq (Nat.cast_nonneg N)

end

end OneBandParallelTransport
```

```lean
#print axioms OneBandParallelTransport.exp_gaugedLink
-- 'OneBandParallelTransport.exp_gaugedLink' depends on axioms: [propext, Classical.choice, Quot.sound]
#print axioms OneBandParallelTransport.parallel_transport_minimises
-- 'OneBandParallelTransport.parallel_transport_minimises' depends on axioms: [propext, Classical.choice, Quot.sound]
#print axioms OneBandParallelTransport.optimal_gauge_unique
-- 'OneBandParallelTransport.optimal_gauge_unique' depends on axioms: [propext, Classical.choice, Quot.sound]
#print axioms OneBandParallelTransport.principal_branch_optimal
-- 'OneBandParallelTransport.principal_branch_optimal' depends on axioms: [propext, Classical.choice, Quot.sound]
```

The argument relies on link phases that add. For several bands the overlaps are matrices that need not commute, and the theorems here do not address that case.
